# Multiplying the time-zero temporal links by z from the left multiplies every Polyakov loop starting there by z from the left

On a lattice with one space direction and a periodic time direction of at least one step, each link carries an element of a group `G`. The Polyakov loop at `x` is the ordered product of the temporal links at `x`, starting at time zero, with no trace taken. The theorem `polyakov_centerTwist` says that if every temporal link starting at time zero is multiplied from the left by `z`, each Polyakov loop is multiplied from the left by `z`; here `z` may be any element of `G`, central or not. The proof writes `T` as `n + 1`, splits the first link off the product, and shows that this link gains the factor `z` while the later ones stay as they were.

An attempt in Lean 4 with a fault in it:

```lean
import Mathlib

open Matrix

namespace PolyakovCenterTwist

noncomputable section

/-- A lattice gauge field on the periodic `L` by `T` lattice: the first component holds the
spatial links, the second the temporal links, each labelled by the site where it starts. -/
abbrev Config (L T : ℕ) (G : Type*) :=
  (ZMod L × ZMod T → G) × (ZMod L × ZMod T → G)

variable {L T d : ℕ} {G : Type*} [Group G]

/-- The Polyakov loop at `x`: the ordered product of the temporal links at times
`0, 1, ..., T - 1`. -/
def polyakov (U : Config L T G) (x : ZMod L) : G :=
  ((List.range T).map fun t : ℕ => U.2 (x, (t : ZMod T))).prod

/-- The twist by `z`: every temporal link that starts in the time slice `t = 0` is multiplied
by `z` from the left. It is a permutation of the gauge fields. -/
def centerTwist (z : G) : Equiv.Perm (Config L T G) where
  toFun U := (U.1, fun p => if p.2 = 0 then z * U.2 p else U.2 p)
  invFun U := (U.1, fun p => if p.2 = 0 then z⁻¹ * U.2 p else U.2 p)
  left_inv U := Prod.ext rfl (funext fun p => by by_cases h : p.2 = 0 <;> simp [h])
  right_inv U := Prod.ext rfl (funext fun p => by by_cases h : p.2 = 0 <;> simp [h])

/-- On a lattice with at least one time step, the twist by `z` multiplies every Polyakov loop
by `z` from the left. -/
theorem polyakov_centerTwist [NeZero T] (z : G) (U : Config L T G) (x : ZMod L) :
    polyakov (centerTwist z U) x = z * polyakov U x := by
  obtain ⟨n, rfl⟩ : ∃ n, T = n + 1 := ⟨T - 1, by have := NeZero.ne T; omega⟩
  -- the link at time zero picks up the factor
  have head : (centerTwist z U).2 (x, ((0 : ℕ) : ZMod (n + 1)))
      = z * U.2 (x, ((0 : ℕ) : ZMod (n + 1))) := by
    have h0 : ((0 : ℕ) : ZMod (n + 1)) = 0 := Nat.cast_zero
    exact if_pos h0
  -- all later links are untouched
  have tail : ((List.range n).map Nat.succ).map
        (fun t : ℕ => (centerTwist z U).2 (x, (t : ZMod (n + 1))))
      = ((List.range n).map Nat.succ).map (fun t : ℕ => U.2 (x, (t : ZMod (n + 1)))) := by
    refine List.map_congr_left fun t ht => ?_
    obtain ⟨i, hi, rfl⟩ := List.mem_map.1 ht
    have hne : ((Nat.succ i : ℕ) : ZMod (n + 1)) ≠ 0 := by
      intro h
      have h1 := Nat.le_of_dvd (Nat.succ_pos i)
        ((CharP.cast_eq_zero_iff (ZMod (n + 1)) (n + 1) (Nat.succ i)).1 h)
      have h2 := List.mem_range.1 hi
      omega
    exact if_neg hne
  unfold polyakov
  rw [List.range_succ_eq_map]
  simp only [List.map_cons, List.prod_cons]
  rw [head, tail, mul_assoc]

end

end PolyakovCenterTwist
```

Compiling this gives:

```
Main.lean:38:10: error: don't know how to synthesize implicit argument `e`
  @if_pos (↑0 = 0) (ZMod.decidableEq (n + 1) (↑0) 0) h0 G (inst✝¹.toMulOneClass.toMul.1 z (U.2 (x, ↑0))) ?m.128
context:
L : ℕ
G : Type u_1
inst✝¹ : Group G
z : G
x : ZMod L
n : ℕ
inst✝ : NeZero (n + 1)
U : Config L (n + 1) G
h0 : ↑0 = 0
⊢ G
```

Fix (accepted with no message):

```diff
@@ -35,6 +35,5 @@
   have head : (centerTwist z U).2 (x, ((0 : ℕ) : ZMod (n + 1)))
       = z * U.2 (x, ((0 : ℕ) : ZMod (n + 1))) := by
-    have h0 : ((0 : ℕ) : ZMod (n + 1)) = 0 := Nat.cast_zero
-    exact if_pos h0
+    simp [centerTwist]
   -- all later links are untouched
   have tail : ((List.range n).map Nat.succ).map
```

The one error is at `exact if_pos h0`, in the step for the time-zero link. `if_pos` says that an `if` whose condition holds equals its first branch, and its implicit argument `e` is the second branch. Lean had to read `e` off the goal, where the `if` is hidden inside `centerTwist`. But the condition here, that zero cast into `ZMod (n + 1)` is zero, can be decided by computation. Lean can thus reduce the `if` to its first branch and match the two sides without ever comparing the second branches. That leaves `e` undetermined, which is what the message reports: the other arguments are filled in, and only `?m.128` is open.

The repair, `simp [centerTwist]`, unfolds the twist so that the `if` is in plain view, simplifies the condition to true and takes the first branch. There is no longer an `e` to be guessed. The fact `h0` goes too, since `simp` can simplify the cast of zero by itself.
